# For Hermitian matrices H and C, a unit ground vector of H + V₀(C − c) with ⟨C⟩ = c minimises ⟨H⟩ under that constraint

The ground energy $E_0(A)$ is defined here as the infimum of the set of real eigenvalues of $A$, for any linear operator $A$; if that set is empty or unbounded below, Lean's convention gives the value 0. Whether this infimum is itself an eigenvalue is a question for part (d). Operators are linear maps on a complex inner product space $E$, which is non-zero and finite-dimensional from part (d) on; a Hermitian matrix becomes a map with `IsSymmetric`.

```lean
import Mathlib

open Module

namespace ConstrainedDFT

noncomputable section

variable {E : Type*} [NormedAddCommGroup E] [InnerProductSpace ℂ E]
```

The expectation value is $\langle A\rangle_\varphi=\mathrm{Re}\,\langle\varphi,A\varphi\rangle$. For Hermitian $A$ the inner product is already real.

```lean
/-- The expectation value `⟨φ, A φ⟩` (its real part) of an operator in the vector `φ`. -/
def expect (A : E →ₗ[ℂ] E) (φ : E) : ℝ := (inner ℂ φ (A φ)).re
```

The eigenvalues and their infimum are `levels` and `groundEnergy`.

```lean
/-- The set of real eigenvalues of an operator. -/
def levels (A : E →ₗ[ℂ] E) : Set ℝ := {e | ∃ φ : E, φ ≠ 0 ∧ A φ = (e : ℂ) • φ}

/-- The ground energy: the infimum of the real eigenvalues. -/
def groundEnergy (A : E →ₗ[ℂ] E) : ℝ := sInf (levels A)
```

Let $H$ be the Hamiltonian, $C$ the constrained observable (for instance the electron number on a fragment), $c$ its real target value and $V$ a real multiplier, the strength of the constraining potential. Write

$$K_V=H+V(C-c),\qquad W(V)=E_0(K_V).$$

```lean
/-- The Hamiltonian `H + V (C - c)` with the constraining potential of strength `V`. -/
def constrainedOp (H C : E →ₗ[ℂ] E) (c V : ℝ) : E →ₗ[ℂ] E :=
  H + (V : ℂ) • (C - (c : ℂ) • LinearMap.id)

/-- The function `W(V)`: the ground energy of `H + V (C - c)`. -/
def W (H C : E →ₗ[ℂ] E) (c V : ℝ) : ℝ := groundEnergy (constrainedOp H C c V)
```

The operator $H$ is fixed and linear, such as a many-electron Hamiltonian in a finite basis. The Lean names recall constrained density-functional theory, but a Kohn–Sham calculation, whose Hamiltonian depends on the density, is not covered, and there is only one constraint.

## (a) The expectation value in an eigenvector

Let $A\varphi=e\varphi$ with $e$ real. Show that
$$\langle A\rangle_\varphi=e\,\|\varphi\|^2 .$$

Insert the eigenvalue equation: $\langle\varphi,A\varphi\rangle=e\langle\varphi,\varphi\rangle=e\|\varphi\|^2$, which is real.

```lean
/-- In an eigenvector with a real eigenvalue the expectation value is the eigenvalue times the
squared norm. -/
theorem expect_eigenvector {A : E →ₗ[ℂ] E} {φ : E} {e : ℝ} (h : A φ = (e : ℂ) • φ) :
    expect A φ = e * ‖φ‖ ^ 2 := by
  have hn : (inner ℂ φ φ).re = ‖φ‖ ^ 2 := inner_self_eq_norm_sq (𝕜 := ℂ) φ
  rw [expect, h, inner_smul_right, Complex.re_ofReal_mul, hn]
```

## (b) The energy as a function of the multiplier

Let $\|\varphi\|=1$. Show that
$$\langle K_V\rangle_\varphi=\langle H\rangle_\varphi+V\big(\langle C\rangle_\varphi-c\big).$$

By linearity $\langle\varphi,K_V\varphi\rangle=\langle\varphi,H\varphi\rangle+V\langle\varphi,C\varphi\rangle-Vc\langle\varphi,\varphi\rangle$. Take real parts and use $\langle\varphi,\varphi\rangle=1$. For a fixed vector the energy is thus a straight line in $V$.

```lean
/-- In a unit vector the energy of `H + V (C - c)` is `⟨H⟩ + V (⟨C⟩ - c)`. -/
theorem expect_constrainedOp (H C : E →ₗ[ℂ] E) (c V : ℝ) {φ : E} (hφ : ‖φ‖ = 1) :
    expect (constrainedOp H C c V) φ = expect H φ + V * (expect C φ - c) := by
  have hn : (inner ℂ φ φ).re = 1 := by
    have h : (inner ℂ φ φ).re = ‖φ‖ ^ 2 := inner_self_eq_norm_sq (𝕜 := ℂ) φ
    rw [h, hφ, one_pow]
  simp only [expect, constrainedOp, LinearMap.add_apply, LinearMap.smul_apply,
    LinearMap.sub_apply, LinearMap.id_apply, inner_add_right, inner_smul_right,
    inner_sub_right, Complex.add_re, Complex.re_ofReal_mul, Complex.sub_re, hn, mul_one]
```

## (c) Hermiticity with the constraining potential

Let $H$ and $C$ be Hermitian. Show that, for all $x$ and $y$,
$$\langle K_Vx,y\rangle=\langle x,K_Vy\rangle .$$

Since $V$ and $c$ are real, they leave the first slot without conjugation:
$$\langle K_Vx,y\rangle=\langle Hx,y\rangle+V\langle Cx,y\rangle-Vc\langle x,y\rangle .$$
Moving $H$ and $C$ to the second slot gives the right-hand side.

```lean
/-- For Hermitian `H` and `C` the operator `H + V (C - c)` is Hermitian. -/
theorem constrainedOp_symm {H C : E →ₗ[ℂ] E} (hH : H.IsSymmetric) (hC : C.IsSymmetric)
    (c V : ℝ) : (constrainedOp H C c V).IsSymmetric := by
  intro x y
  simp only [constrainedOp, LinearMap.add_apply, LinearMap.smul_apply, LinearMap.sub_apply,
    LinearMap.id_apply, inner_add_left, inner_add_right, inner_smul_left, inner_smul_right,
    inner_sub_left, inner_sub_right, Complex.conj_ofReal]
  rw [hH x y, hC x y]
```

## (d) The variational principle and its equality case

Let $A$ be Hermitian. Show that $E_0(A)$ is the least eigenvalue, and that for every unit vector $\varphi$
$$E_0(A)\le\langle A\rangle_\varphi,\qquad \langle A\rangle_\varphi=E_0(A)\iff A\varphi=E_0(A)\varphi .$$

Take an orthonormal eigenbasis $b_i$ with eigenvalues $\varepsilon_i$, and let $\varepsilon_k$ be the smallest. Then
$$\langle b_i,(A-\varepsilon_k)\varphi\rangle=(\varepsilon_i-\varepsilon_k)\langle b_i,\varphi\rangle,$$
and so, for any $\varphi$,
$$\langle A\rangle_\varphi-\varepsilon_k\|\varphi\|^2=\sum_i(\varepsilon_i-\varepsilon_k)\,|\langle b_i,\varphi\rangle|^2\ge0 .$$
If $\varphi\neq0$ is an eigenvector with real eigenvalue $e$, part (a) turns this into $(e-\varepsilon_k)\|\varphi\|^2\ge0$, so $e\ge\varepsilon_k$. Hence $E_0(A)=\varepsilon_k$, and the bound follows for unit vectors.

If equality holds, every term of the sum is zero. Each component of $(A-\varepsilon_k)\varphi$ then vanishes, so $\varphi$ is an eigenvector. The converse is part (a).

In the proof, `hcoef` is the component formula, `hexp` the sum and `hleast` the identification of the least eigenvalue.

```lean
variable [FiniteDimensional ℂ E] [Nontrivial E]

/-- Variational principle: for a Hermitian operator on a non-zero finite-dimensional space the
ground energy is the least eigenvalue, it bounds the energy of every unit vector from below, and
a unit vector attains it exactly when it is an eigenvector for it. -/
theorem variational {A : E →ₗ[ℂ] E} (hA : A.IsSymmetric) :
    IsLeast (levels A) (groundEnergy A) ∧ ∀ φ : E, ‖φ‖ = 1 →
      groundEnergy A ≤ expect A φ ∧
      (expect A φ = groundEnergy A ↔ A φ = (groundEnergy A : ℂ) • φ) := by
  obtain ⟨b, ev, hb⟩ : ∃ (b : OrthonormalBasis (Fin (finrank ℂ E)) ℂ E)
      (ev : Fin (finrank ℂ E) → ℝ), ∀ i, A (b i) = (ev i : ℂ) • b i :=
    ⟨hA.eigenvectorBasis rfl, hA.eigenvalues rfl, fun i => hA.apply_eigenvectorBasis rfl i⟩
  have : Nonempty (Fin (finrank ℂ E)) := ⟨⟨0, finrank_pos⟩⟩
  obtain ⟨k, hk⟩ := Finite.exists_min ev
  have hcoef : ∀ φ i, inner ℂ (b i) (A φ - (ev k : ℂ) • φ)
      = ((ev i - ev k : ℝ) : ℂ) * inner ℂ (b i) φ := by
    intro φ i
    rw [inner_sub_right, inner_smul_right, ← hA (b i) φ, hb, inner_smul_left,
      Complex.conj_ofReal]
    push_cast
    ring
  -- the excess energy is a sum of non-negative contributions of the eigenvectors
  have hexp : ∀ φ, expect A φ - ev k * ‖φ‖ ^ 2
      = ∑ i, (ev i - ev k) * Complex.normSq (inner ℂ (b i) φ) := by
    intro φ
    have hn : (inner ℂ φ φ).re = ‖φ‖ ^ 2 := inner_self_eq_norm_sq (𝕜 := ℂ) φ
    have h1 : expect A φ - ev k * ‖φ‖ ^ 2 = (inner ℂ φ (A φ - (ev k : ℂ) • φ)).re := by
      rw [inner_sub_right, inner_smul_right, Complex.sub_re, Complex.re_ofReal_mul, hn, expect]
    rw [h1, ← b.sum_inner_mul_inner φ (A φ - (ev k : ℂ) • φ), Complex.re_sum]
    refine Finset.sum_congr rfl fun i _ => ?_
    rw [hcoef, ← inner_conj_symm φ (b i), mul_left_comm, Complex.re_ofReal_mul, mul_comm
      ((starRingEnd ℂ) _), Complex.mul_conj, Complex.ofReal_re]
  have hpos : ∀ φ i, 0 ≤ (ev i - ev k) * Complex.normSq (inner ℂ (b i) φ) := fun φ i =>
    mul_nonneg (sub_nonneg.mpr (hk i)) (Complex.normSq_nonneg _)
  have hle : ∀ φ, ev k * ‖φ‖ ^ 2 ≤ expect A φ := fun φ =>
    sub_nonneg.mp ((hexp φ).symm ▸ Finset.sum_nonneg fun i _ => hpos φ i)
  have hleast : IsLeast (levels A) (ev k) := by
    refine ⟨⟨b k, b.orthonormal.ne_zero k, hb k⟩, ?_⟩
    rintro e ⟨φ, h0, he⟩
    have h := hle φ
    rw [expect_eigenvector he] at h
    exact le_of_mul_le_mul_right h (pow_pos (norm_pos_iff.mpr h0) 2)
  have hg : groundEnergy A = ev k := hleast.csInf_eq
  rw [hg]
  refine ⟨hleast, fun φ hφ => ⟨by simpa [hφ] using hle φ, fun h => ?_, fun h => ?_⟩⟩
  · -- without excess energy every component of `A φ - E₀ φ` vanishes
    have hs := hexp φ
    rw [h, hφ, one_pow, mul_one, sub_self] at hs
    have hz := (Finset.sum_eq_zero_iff_of_nonneg fun i _ => hpos φ i).mp hs.symm
    have hc : ∀ i, inner ℂ (b i) (A φ - (ev k : ℂ) • φ) = 0 := by
      intro i
      rw [hcoef]
      rcases mul_eq_zero.mp (hz i (Finset.mem_univ i)) with h' | h'
      · rw [h', Complex.ofReal_zero, zero_mul]
      · rw [Complex.normSq_eq_zero.mp h', mul_zero]
    refine sub_eq_zero.mp (inner_self_eq_zero (𝕜 := ℂ).mp ?_)
    rw [← b.sum_inner_mul_inner]
    exact Finset.sum_eq_zero fun i _ => by rw [hc i, mul_zero]
  · rw [expect_eigenvector h, hφ, one_pow, mul_one]
```

## (e) Concavity of W

Let $H$ and $C$ be Hermitian, $a,b\ge0$ and $a+b=1$. Show that
$$W(aV+bV')\ge a\,W(V)+b\,W(V').$$

Let $\varphi$ be a unit ground vector at $aV+bV'$. By parts (a) and (b), then $a+b=1$, then part (d),
$$\begin{aligned}W(aV+bV')&=\langle H\rangle_\varphi+(aV+bV')(\langle C\rangle_\varphi-c)\\&=a\langle K_V\rangle_\varphi+b\langle K_{V'}\rangle_\varphi\\&\ge a\,W(V)+b\,W(V').\end{aligned}$$

The Lean proof obtains a non-zero eigenvector `χ`, normalises it, and closes with the same chain. In a numerical search over $V$, concavity means that any local maximum is a global one.

```lean
variable {H C : E →ₗ[ℂ] E}

/-- For Hermitian `H` and `C` in finite dimension the function `W` is concave in the multiplier `V`.
-/
theorem W_concave (hH : H.IsSymmetric) (hC : C.IsSymmetric) (c : ℝ) :
    ConcaveOn ℝ Set.univ (W H C c) := by
  refine ⟨convex_univ, fun V _ V' _ a b ha hb hab => ?_⟩
  simp only [smul_eq_mul]
  -- a normalised ground vector at the intermediate multiplier serves as trial vector
  obtain ⟨χ, h0, hχ⟩ := (variational (constrainedOp_symm hH hC c (a * V + b * V'))).1.1
  have hu : ‖((‖χ‖⁻¹ : ℝ) : ℂ) • χ‖ = 1 := by
    rw [norm_smul, Complex.norm_real, norm_inv, norm_norm,
      inv_mul_cancel₀ (norm_ne_zero_iff.mpr h0)]
  have he := expect_eigenvector (A := constrainedOp H C c (a * V + b * V'))
    (φ := ((‖χ‖⁻¹ : ℝ) : ℂ) • χ) (by rw [map_smul, hχ, smul_comm])
  generalize ((‖χ‖⁻¹ : ℝ) : ℂ) • χ = φ at hu he
  rw [expect_constrainedOp H C c _ hu, hu, one_pow, mul_one] at he
  have h1 := ((variational (constrainedOp_symm hH hC c V)).2 φ hu).1
  have h2 := ((variational (constrainedOp_symm hH hC c V')).2 φ hu).1
  rw [expect_constrainedOp H C c _ hu] at h1 h2
  unfold W
  rw [← he]
  calc _ ≤ a * (expect H φ + V * (expect C φ - c)) + b * (expect H φ + V' * (expect C φ - c)) :=
        add_le_add (mul_le_mul_of_nonneg_left h1 ha) (mul_le_mul_of_nonneg_left h2 hb)
    _ = _ := by linear_combination expect H φ * hab
```

## (f) A lower bound from every multiplier

Let $H$ and $C$ be Hermitian, $\|\varphi\|=1$ and $\langle C\rangle_\varphi=c$. Show that for every $V$
$$W(V)\le\langle H\rangle_\varphi .$$

Part (d) gives $W(V)\le\langle K_V\rangle_\varphi$, and in part (b) the multiplier term is zero.

In a scan over $V$, each exact lowest eigenvalue therefore bounds the constrained minimum in the same basis from below. An eigenvalue approximated variationally from above does not carry this guarantee.

```lean
/-- Weak duality: for Hermitian `H` and `C` in finite dimension, every `W(V)` is a lower bound to
the energy `⟨H⟩` of every unit vector that satisfies the constraint `⟨C⟩ = c`. -/
theorem W_le_energy (hH : H.IsSymmetric) (hC : C.IsSymmetric) {c : ℝ} (V : ℝ) {φ : E}
    (hφ : ‖φ‖ = 1) (hc : expect C φ = c) : W H C c V ≤ expect H φ := by
  have h := ((variational (constrainedOp_symm hH hC c V)).2 φ hφ).1
  rwa [expect_constrainedOp H C c V hφ, hc, sub_self, mul_zero, add_zero] at h
```

## (g) The maximum of W and the constrained minimum

Let $H$ and $C$ be Hermitian, and let a unit vector $\psi$ satisfy $K_{V_0}\psi=W(V_0)\psi$ and $\langle C\rangle_\psi=c$. Show that
$$\max_V W(V)=W(V_0)=\min\{\langle H\rangle_\varphi:\ \|\varphi\|=1,\ \langle C\rangle_\varphi=c\}.$$

By parts (a) and (b), $W(V_0)=\langle K_{V_0}\rangle_\psi=\langle H\rangle_\psi$. Part (f) with $\varphi=\psi$ gives $W(V)\le W(V_0)$ for all $V$. Part (f) with $V=V_0$ bounds every admissible energy from below by $W(V_0)$, and $\psi$ attains it. `IsLeast` states both the attainment and the bound.

The existence of $V_0$ and $\psi$ is assumed. Physically, a finite potential must be able to produce the required population.

For a fixed Hamiltonian in a finite basis, this justifies a two-loop calculation of a charge-localised state: the inner loop finds a ground vector of $K_V$, and the outer loop adjusts $V$ until $\langle C\rangle=c$.

```lean
/-- Constrained minimisation with a fixed linear Hamiltonian: in finite dimension, let `H` and `C`
be Hermitian and let a unit ground vector `ψ` of `H + V₀ (C - c)` satisfy `⟨C⟩ = c`. Then `V₀`
maximises `W`, and `W(V₀)` is the minimum of `⟨H⟩` over the unit vectors with `⟨C⟩ = c`. -/
theorem constrained_dft (hH : H.IsSymmetric) (hC : C.IsSymmetric) {c V₀ : ℝ} {ψ : E}
    (hψ : ‖ψ‖ = 1) (hground : constrainedOp H C c V₀ ψ = (W H C c V₀ : ℂ) • ψ)
    (hc : expect C ψ = c) :
    (∀ V, W H C c V ≤ W H C c V₀) ∧
      IsLeast {e | ∃ φ : E, ‖φ‖ = 1 ∧ expect C φ = c ∧ expect H φ = e} (W H C c V₀) := by
  -- the constraint removes the multiplier term from the ground energy
  have he : expect H ψ = W H C c V₀ := by
    have h := expect_eigenvector hground
    rwa [expect_constrainedOp H C c V₀ hψ, hc, sub_self, mul_zero, add_zero, hψ, one_pow,
      mul_one] at h
  refine ⟨fun V => he ▸ W_le_energy hH hC V hψ hc, ⟨ψ, hψ, hc, he⟩, ?_⟩
  rintro e ⟨φ, hφ, hφc, rfl⟩
  exact W_le_energy hH hC V₀ hφ hφc
```

## (h) Which vectors attain the energy W(V₀)

Let $H$ and $C$ be Hermitian, $\|\varphi\|=1$ and $\langle C\rangle_\varphi=c$. Show that for any $V_0$
$$\langle H\rangle_\varphi=W(V_0)\iff K_{V_0}\varphi=W(V_0)\varphi .$$

The constraint gives $\langle K_{V_0}\rangle_\varphi=\langle H\rangle_\varphi$, so this is the equality case of part (d). Under the hypotheses of part (g), it identifies all constrained minimisers. If the ground level at $V_0$ is degenerate, a diagonalisation routine may return a ground vector that misses the constraint.

```lean
/-- For Hermitian `H` and `C` in finite dimension, a unit vector with `⟨C⟩ = c` has energy
`⟨H⟩ = W(V₀)` exactly when it is a ground vector of `H + V₀ (C - c)`. -/
theorem energy_eq_W_iff (hH : H.IsSymmetric) (hC : C.IsSymmetric) {c : ℝ} (V₀ : ℝ) {φ : E}
    (hφ : ‖φ‖ = 1) (hc : expect C φ = c) :
    expect H φ = W H C c V₀ ↔ constrainedOp H C c V₀ φ = (W H C c V₀ : ℂ) • φ := by
  have h := ((variational (constrainedOp_symm hH hC c V₀)).2 φ hφ).2
  rwa [expect_constrainedOp H C c V₀ hφ, hc, sub_self, mul_zero, add_zero] at h
```

## (i) A two-site model that meets the hypotheses

Show that the hypotheses of part (g) are satisfied by
$$H=\begin{pmatrix}0&-12\\-12&18\end{pmatrix},\quad C=\begin{pmatrix}1&0\\0&0\end{pmatrix},\quad c=\tfrac{9}{25},\quad V_0=25,\quad \psi=\begin{pmatrix}3/5\\4/5\end{pmatrix}.$$

Both matrices are real and symmetric, $\|\psi\|^2=\tfrac{9+16}{25}=1$, and $\langle C\rangle_\psi=\tfrac{9}{25}$. Moreover
$$K_{25}=\begin{pmatrix}16&-12\\-12&9\end{pmatrix},\qquad K_{25}\psi=0 .$$
The trace is $25$ and the determinant $0$, so the eigenvalues are $0$ and $25$, and $W(25)=0$.

Lean excludes a negative eigenvalue $e$ directly. For an eigenvector $(x,y)$, three times the first row plus four times the second gives $e(3x+4y)=0$, so $3x+4y=0$. The first row then reads $25x=ex$, which forces $x=y=0$.

```lean
/-- A two-site Hamiltonian with hopping `-12` and site energies `0` and `18`. -/
def siteH : EuclideanSpace ℂ (Fin 2) →ₗ[ℂ] EuclideanSpace ℂ (Fin 2) :=
  Matrix.toEuclideanLin !![0, -12; -12, 18]

/-- The population of the first site. -/
def siteC : EuclideanSpace ℂ (Fin 2) →ₗ[ℂ] EuclideanSpace ℂ (Fin 2) :=
  Matrix.toEuclideanLin !![1, 0; 0, 0]

/-- The two-site vector with amplitudes `3/5` and `4/5`. -/
def siteψ : EuclideanSpace ℂ (Fin 2) := !₂[3 / 5, 4 / 5]

/-- The two-site model with `c = 9/25` and `V₀ = 25` meets all hypotheses of
`constrained_dft`. -/
theorem constrained_dft_witness :
    siteH.IsSymmetric ∧ siteC.IsSymmetric ∧ ‖siteψ‖ = 1 ∧
      constrainedOp siteH siteC (9 / 25) 25 siteψ
        = (W siteH siteC (9 / 25) 25 : ℂ) • siteψ ∧
      expect siteC siteψ = 9 / 25 := by
  have act : ∀ (M : Matrix (Fin 2) (Fin 2) ℂ) (v : EuclideanSpace ℂ (Fin 2)) (i : Fin 2),
      (Matrix.toEuclideanLin M v) i = M i 0 * v 0 + M i 1 * v 1 := by
    intro M v i
    change (M.mulVec v.ofLp) i = _
    simp [Matrix.mulVec, dotProduct, Fin.sum_univ_two]
  have hH0 : ∀ v, siteH v 0 = 0 * v 0 + -12 * v 1 := fun v => act _ v 0
  have hH1 : ∀ v, siteH v 1 = -12 * v 0 + 18 * v 1 := fun v => act _ v 1
  have hC0 : ∀ v, siteC v 0 = 1 * v 0 + 0 * v 1 := fun v => act _ v 0
  have hC1 : ∀ v, siteC v 1 = 0 * v 0 + 0 * v 1 := fun v => act _ v 1
  have p0 : siteψ 0 = 3 / 5 := rfl
  have p1 : siteψ 1 = 4 / 5 := rfl
  have hL0 : ∀ v, constrainedOp siteH siteC (9 / 25) 25 v 0 = 16 * v 0 - 12 * v 1 := by
    intro v
    change siteH v 0 + ((25 : ℝ) : ℂ) * (siteC v 0 - ((9 / 25 : ℝ) : ℂ) * v 0) = _
    rw [hH0, hC0]
    push_cast
    ring
  have hL1 : ∀ v, constrainedOp siteH siteC (9 / 25) 25 v 1 = -12 * v 0 + 9 * v 1 := by
    intro v
    change siteH v 1 + ((25 : ℝ) : ℂ) * (siteC v 1 - ((9 / 25 : ℝ) : ℂ) * v 1) = _
    rw [hH1, hC1]
    push_cast
    ring
  have hn : ‖siteψ‖ = 1 := by
    rw [EuclideanSpace.norm_eq, Real.sqrt_eq_one, Fin.sum_univ_two, p0, p1]
    norm_num
  have hψ : constrainedOp siteH siteC (9 / 25) 25 siteψ = 0 := by
    ext i
    fin_cases i
    · change constrainedOp siteH siteC (9 / 25) 25 siteψ 0 = 0
      rw [hL0, p0, p1]
      norm_num
    · change constrainedOp siteH siteC (9 / 25) 25 siteψ 1 = 0
      rw [hL1, p0, p1]
      norm_num
  -- the eigenvalues at `V₀ = 25` are 0 and 25, so none is negative
  have hW : W siteH siteC (9 / 25) 25 = 0 := by
    refine IsLeast.csInf_eq ⟨⟨siteψ, ?_, ?_⟩, ?_⟩
    · exact norm_ne_zero_iff.mp (by rw [hn]; exact one_ne_zero)
    · rw [hψ, Complex.ofReal_zero, zero_smul]
    · rintro e ⟨φ, h0, he⟩
      by_contra hneg
      have hlt : e < 0 := not_le.mp hneg
      have e0 : 16 * φ 0 - 12 * φ 1 = (e : ℂ) * φ 0 := by
        rw [← hL0, he]
        rfl
      have e1 : -12 * φ 0 + 9 * φ 1 = (e : ℂ) * φ 1 := by
        rw [← hL1, he]
        rfl
      have hs : 3 * φ 0 + 4 * φ 1 = 0 := by
        have h : (e : ℂ) * (3 * φ 0 + 4 * φ 1) = 0 := by
          linear_combination -3 * e0 - 4 * e1
        exact (mul_eq_zero.mp h).resolve_left (Complex.ofReal_ne_zero.mpr hlt.ne)
      have hx : φ 0 = 0 := by
        have h : ((25 - e : ℝ) : ℂ) * φ 0 = 0 := by
          push_cast
          linear_combination e0 + 3 * hs
        exact (mul_eq_zero.mp h).resolve_left (Complex.ofReal_ne_zero.mpr (by linarith))
      have hy : φ 1 = 0 := by linear_combination (1 / 4) * hs - (3 / 4) * hx
      apply h0
      ext i
      fin_cases i
      · exact hx
      · exact hy
  refine ⟨Matrix.isSymmetric_toEuclideanLin_iff.mpr (Matrix.IsHermitian.ext fun i j => ?_),
    Matrix.isSymmetric_toEuclideanLin_iff.mpr (Matrix.IsHermitian.ext fun i j => ?_),
    hn, ?_, ?_⟩
  · fin_cases i <;> fin_cases j <;> simp
  · fin_cases i <;> fin_cases j <;> simp
  · rw [hψ, hW, Complex.ofReal_zero, zero_smul]
  · have h : inner ℂ siteψ (siteC siteψ) = ((9 / 25 : ℝ) : ℂ) := by
      rw [PiLp.inner_apply, Fin.sum_univ_two, hC0, hC1, p0, p1]
      norm_num [RCLike.inner_apply]
    rw [expect, h, Complex.ofReal_re]

end

end ConstrainedDFT
```

```lean
#print axioms ConstrainedDFT.W_concave
-- 'ConstrainedDFT.W_concave' depends on axioms: [propext, Classical.choice, Quot.sound]
#print axioms ConstrainedDFT.constrained_dft
-- 'ConstrainedDFT.constrained_dft' depends on axioms: [propext, Classical.choice, Quot.sound]
#print axioms ConstrainedDFT.energy_eq_W_iff
-- 'ConstrainedDFT.energy_eq_W_iff' depends on axioms: [propext, Classical.choice, Quot.sound]
```
